# With constant failure rate and immediate restart, the optimal checkpoint interval is below √(2C/L), and their ratio tends to 1 as failures become rare

If a long run writes checkpoints too often, it spends its allocation on output; if it writes them too rarely, each failure discards hours of work. For a checkpoint time \(C\) and a constant failure rate \(L\), the estimate \(\sqrt{2C/L}\) balances the two. It is accurate when a checkpoint is short compared with the mean time between failures \(1/L\), but when a checkpoint takes half that time, the estimate is more than 40% too long.

## A two-sided bound on the interval

Let \(L>0\) be the constant failure rate of the whole job, \(C>0\) the time to write a checkpoint, and \(T>0\) the useful work between checkpoints. If every failure restarts the current segment at once, the expected run time per unit of useful work is

\[
f(T)=\frac{e^{L(T+C)}-1}{LT}.
\]

This function has exactly one minimizer \(T^*\) among positive intervals. With \(Y=\sqrt{2C/L}\),

\[
1-\sqrt{2LC}\;\le\;\frac{T^*}{Y}\;<\;1 .
\]

Since \(Y\sqrt{2LC}=2C\), this says that \(Y\) overshoots the optimum by at most two checkpoint times.

## Setting the period in a job script

A driver for molecular dynamics or a long electronic-structure calculation can use \(Y\) as the computing time between the end of one checkpoint and the start of the next, with the error bounded as above, provided that failures arrive at a constant rate and restarts cost nothing. For a 6-minute checkpoint and a mean time between failures of 24 hours, \(Y\) is about 131 minutes and the bound puts the optimum at most 12 minutes below it; the actual difference is about 4 minutes. Once \(LC\ge 1/2\), the lower bound is no longer positive and gives no useful information.

## From the renewal equation to the bound

**Segment time.** Let \(E\) be the expected time to complete a segment of length \(s=T+C\). A first failure at time \(t<s\) costs \(t\) and a fresh start; no failure costs \(s\). Hence

\[
E=\int_0^s (t+E)\,L e^{-Lt}\,dt+s e^{-Ls}.
\]

An antiderivative of the integrand is \(-(t+E+1/L)e^{-Lt}\), so the integral equals \(E+1/L-(s+E+1/L)e^{-Ls}\). The equation reduces to \((E+1/L)e^{-Ls}=1/L\), which gives \(E=(e^{Ls}-1)/L\). Dividing by \(T\) gives \(f(T)\). `renewal_iff` follows these steps: it verifies the antiderivative, evaluates the integral, and multiplies by \(e^{Ls}\) to solve for \(E\).

**Balance.** Setting \(f'(T)=0\) gives

\[
(1-LT)\,e^{L(T+C)}=1 .
\]

The left side is \(e^{LC}>1\) at \(T=0\) and zero at \(T=1/L\), so a positive solution exists. This is `exists_balance`, by the intermediate value theorem.

**Strict minimality.** Let \(T\) be such a solution and \(A=e^{L(T+C)}\). Balance gives \(A-1=LTA\), so \(f(T)=A\). For any other \(S>0\), the exponential lies strictly above its tangent:

\[
e^{L(S+C)}=A\,e^{L(S-T)}>A\bigl(1+L(S-T)\bigr)=1+ALS,
\]

and therefore \(f(S)>A\). In `cost_of_balance` the tangent inequality is `Real.add_one_lt_exp`, and `mul_pos` multiplies it by \(A\). No second derivative is needed. `isOptimal_iff` concludes that optimality and balance are equivalent for positive intervals.

**Bounds.** Put \(x=LT^*\). Balance gives \(1-x=e^{-(x+LC)}\), so \(0<x<1\) and

\[
x+LC=-\log(1-x)\ge x+\frac{x^2}{2}+\frac{x^3}{3}>x+\frac{x^2}{2}.
\]

Hence \(x^2<2LC\), that is, \(T^*<Y\). For the other side, set \(w=x+LC\) and use \(w\le\sinh w\):

\[
x+LC\le\frac12\left(\frac1{1-x}-(1-x)\right)=\frac{x(2-x)}{2(1-x)},
\]

which rearranges to \(2LC(1-x)\le x^2\). `balance_bounds` proves both inequalities, with `sum_le_hasSum` keeping three terms of the series.

Since \(2LC=(LY)^2\), the second inequality reads \(Y^2(1-LT^*)\le T^{*2}<T^*Y\). Dividing by \(Y^2\) gives \(T^*/Y>1-LT^*>1-LY=1-\sqrt{2LC}\). `optimal_interval` performs these cancellations and states the bound with \(\le\). `optimal_ratio_tendsto` then squeezes the ratio between \(1-\sqrt{2LC}\) and 1.

## The Lean file

```lean
import Mathlib

open Filter Topology

namespace CheckpointInterval

noncomputable section

/-- Expected time to complete a segment of length `s` at failure rate `L ≠ 0`,
when every failure restarts the segment at once. -/
def segmentTime (L s : ℝ) : ℝ := (Real.exp (L * s) - 1) / L

/-- Expected run time per unit of useful work, for work intervals `T ≠ 0`, each followed
by a checkpoint of cost `C`, at failure rate `L ≠ 0`. -/
def cost (L C T : ℝ) : ℝ := segmentTime L (T + C) / T

/-- A positive interval `T` is optimal if no positive interval has a lower cost. -/
def IsOptimal (L C T : ℝ) : Prop :=
  0 < T ∧ ∀ S, 0 < S → cost L C T ≤ cost L C S

/-- The square-root estimate `√(2C/L)` of the checkpoint interval, for `L ≠ 0`. -/
def sqrtInterval (L C : ℝ) : ℝ := Real.sqrt (2 * C / L)

/-- For a positive failure rate, the renewal equation (a first failure at time `t < s` costs `t`
and a fresh start, no failure costs `s`) has `segmentTime L s` as its only solution. -/
theorem renewal_iff {L : ℝ} (hL : 0 < L) (s E : ℝ) :
    E = (∫ t in (0 : ℝ)..s, (t + E) * (L * Real.exp (-(L * t)))) + s * Real.exp (-(L * s))
      ↔ E = segmentTime L s := by
  have hL' : L * (1 / L) = 1 := mul_one_div_cancel hL.ne'
  -- an explicit antiderivative of the integrand
  have hderiv : ∀ t ∈ Set.uIcc 0 s,
      HasDerivAt (fun t : ℝ => -((t + E + 1 / L) * Real.exp (-(L * t))))
        ((t + E) * (L * Real.exp (-(L * t)))) t := by
    intro t _
    have h1 : HasDerivAt (fun t : ℝ => Real.exp (-(L * t)))
        (Real.exp (-(L * t)) * (-(L * 1))) t :=
      (((hasDerivAt_id' t).const_mul L).fun_neg).exp
    have h2 : HasDerivAt (fun t : ℝ => t + E + 1 / L) 1 t :=
      ((hasDerivAt_id' t).add_const E).add_const (1 / L)
    refine (h2.fun_mul h1).fun_neg.congr_deriv ?_
    linear_combination Real.exp (-(L * t)) * hL'
  have hc : Continuous (fun t : ℝ => (t + E) * (L * Real.exp (-(L * t)))) := by fun_prop
  have hI : (∫ t in (0 : ℝ)..s, (t + E) * (L * Real.exp (-(L * t))))
      = E + 1 / L - (s + E + 1 / L) * Real.exp (-(L * s)) := by
    rw [intervalIntegral.integral_eq_sub_of_hasDerivAt hderiv (hc.intervalIntegrable _ _)]
    simp only [mul_zero, neg_zero, Real.exp_zero]
    ring
  have hpq : Real.exp (-(L * s)) * Real.exp (L * s) = 1 := by
    rw [← Real.exp_add, neg_add_cancel, Real.exp_zero]
  rw [hI, segmentTime]
  constructor
  · intro h
    linear_combination Real.exp (L * s) * h - (E + 1 / L) * hpq
  · intro h
    linear_combination Real.exp (-(L * s)) * h + (1 / L) * hpq

/-- For positive failure rate and checkpoint cost, some positive interval satisfies the
balance equation `(1 - L T) exp(L (T + C)) = 1`. -/
theorem exists_balance {L C : ℝ} (hL : 0 < L) (hC : 0 < C) :
    ∃ T, 0 < T ∧ (1 - L * T) * Real.exp (L * (T + C)) = 1 := by
  have hc : Continuous (fun T : ℝ => (1 - L * T) * Real.exp (L * (T + C))) := by fun_prop
  have h1 : L * (1 / L) = 1 := mul_one_div_cancel hL.ne'
  have h0 : 1 < Real.exp (L * C) := Real.one_lt_exp_iff.2 (mul_pos hL hC)
  -- the left side falls from exp(LC) at T = 0 to zero at T = 1/L
  obtain ⟨T, hT, hb⟩ := intermediate_value_Icc' (show (0 : ℝ) ≤ 1 / L by positivity)
    hc.continuousOn (show (1 : ℝ) ∈ Set.Icc _ _ from by
      constructor
      · show (1 - L * (1 / L)) * Real.exp (L * (1 / L + C)) ≤ 1
        rw [h1, sub_self, zero_mul]
        exact zero_le_one
      · show 1 ≤ (1 - L * 0) * Real.exp (L * (0 + C))
        rw [mul_zero, sub_zero, one_mul, zero_add]
        exact h0.le)
  have hb' : (1 - L * T) * Real.exp (L * (T + C)) = 1 := hb
  refine ⟨T, lt_of_le_of_ne hT.1 ?_, hb'⟩
  intro h
  rw [← h, mul_zero, sub_zero, one_mul, zero_add] at hb'
  linarith

/-- At a positive failure rate, a positive interval in balance has cost `exp(L (T + C))`, and
every other positive interval costs strictly more. -/
theorem cost_of_balance {L C T : ℝ} (hL : 0 < L) (hT : 0 < T)
    (hb : (1 - L * T) * Real.exp (L * (T + C)) = 1) :
    cost L C T = Real.exp (L * (T + C)) ∧
      ∀ S, 0 < S → S ≠ T → Real.exp (L * (T + C)) < cost L C S := by
  constructor
  · rw [cost, segmentTime, div_div, div_eq_iff (mul_pos hL hT).ne']
    linear_combination hb
  · intro S hS hne
    rw [cost, segmentTime, div_div, lt_div_iff₀ (mul_pos hL hS)]
    -- the exponential lies strictly above its tangent at T
    have h := Real.add_one_lt_exp (mul_ne_zero hL.ne' (sub_ne_zero.2 hne))
    have hE : Real.exp (L * (S + C))
        = Real.exp (L * (T + C)) * Real.exp (L * (S - T)) := by
      rw [← Real.exp_add]
      congr 1
      ring
    rw [hE]
    nlinarith [mul_pos (Real.exp_pos (L * (T + C))) (sub_pos.2 h)]

/-- For positive failure rate and checkpoint cost, an interval is optimal exactly when it is
positive and satisfies the balance equation. -/
theorem isOptimal_iff {L C : ℝ} (hL : 0 < L) (hC : 0 < C) (T : ℝ) :
    IsOptimal L C T ↔ 0 < T ∧ (1 - L * T) * Real.exp (L * (T + C)) = 1 := by
  constructor
  · rintro ⟨hT, hmin⟩
    obtain ⟨R, hR, hb⟩ := exists_balance hL hC
    obtain ⟨hval, hlt⟩ := cost_of_balance hL hR hb
    by_cases h : T = R
    · rw [h]
      exact ⟨hR, hb⟩
    · have h1 := hlt T hT h
      have h2 := hmin R hR
      linarith
  · rintro ⟨hT, hb⟩
    obtain ⟨hval, hlt⟩ := cost_of_balance hL hT hb
    refine ⟨hT, fun S hS => ?_⟩
    by_cases h : S = T
    · rw [h]
    · rw [hval]
      exact (hlt S hS h).le

/-- At a positive failure rate, a positive interval in balance satisfies
`(L T)² < 2 L C` and `2 L C (1 - L T) ≤ (L T)²`. -/
theorem balance_bounds {L C T : ℝ} (hL : 0 < L) (hT : 0 < T)
    (hb : (1 - L * T) * Real.exp (L * (T + C)) = 1) :
    (L * T) ^ 2 < 2 * L * C ∧ 2 * L * C * (1 - L * T) ≤ (L * T) ^ 2 := by
  have hx0 : 0 < L * T := mul_pos hL hT
  have hx : 1 - L * T = Real.exp (-(L * (T + C))) := by
    rw [Real.exp_neg]
    exact eq_inv_of_mul_eq_one_left hb
  have hpos : 0 < 1 - L * T := by
    rw [hx]
    exact Real.exp_pos _
  -- three terms of the series of -log(1 - LT) = L(T + C)
  have hs := Real.hasSum_pow_div_log_of_abs_lt_one
    (show |L * T| < 1 by rw [abs_of_pos hx0]; linarith)
  have h := sum_le_hasSum (Finset.range 3) (fun i _ => by positivity) hs
  rw [hx, Real.log_exp, neg_neg] at h
  simp only [Finset.sum_range_succ, Finset.sum_range_zero] at h
  push_cast at h
  have hlow : (L * T) ^ 2 < 2 * L * C := by nlinarith [pow_pos hx0 3]
  refine ⟨hlow, ?_⟩
  -- the opposite bound is w ≤ sinh w at w = L(T + C)
  have hw : 0 ≤ L * (T + C) := by nlinarith [sq_nonneg (L * T)]
  have hsinh := Real.self_le_sinh_iff.2 hw
  rw [Real.sinh_eq, ← hx] at hsinh
  nlinarith [mul_nonneg (sub_nonneg.2 hsinh) hpos.le]

/-- For positive failure rate and checkpoint cost there is exactly one optimal interval. It lies
below `√(2C/L)`, and its ratio to that estimate is at least `1 - √(2LC)`. -/
theorem optimal_interval {L C : ℝ} (hL : 0 < L) (hC : 0 < C) :
    (∃! T, IsOptimal L C T) ∧ ∀ T, IsOptimal L C T →
      T < sqrtInterval L C ∧ 1 - Real.sqrt (2 * L * C) ≤ T / sqrtInterval L C := by
  constructor
  · obtain ⟨T, hT, hb⟩ := exists_balance hL hC
    refine ⟨T, (isOptimal_iff hL hC T).2 ⟨hT, hb⟩, fun S hS => ?_⟩
    by_contra hne
    obtain ⟨hval, hlt⟩ := cost_of_balance hL hT hb
    have h1 := hlt S hS.1 hne
    have h2 := hS.2 T hT
    linarith
  · intro T hopt
    obtain ⟨hT, hb⟩ := (isOptimal_iff hL hC T).1 hopt
    obtain ⟨hlow, hup⟩ := balance_bounds hL hT hb
    have hY : 0 < sqrtInterval L C := Real.sqrt_pos.2 (by positivity)
    have hYsq : sqrtInterval L C ^ 2 = 2 * C / L := Real.sq_sqrt (by positivity)
    have hlt : T < sqrtInterval L C := by
      apply Real.lt_sqrt_of_sq_lt
      rw [lt_div_iff₀ hL]
      by_contra hcon
      nlinarith [mul_le_mul_of_nonneg_left (not_lt.1 hcon) hL.le]
    refine ⟨hlt, ?_⟩
    generalize sqrtInterval L C = Y at hY hYsq hlt ⊢
    have hLY : 2 * L * C = (L * Y) ^ 2 := by
      rw [mul_pow, hYsq]
      field_simp
    rw [hLY, Real.sqrt_sq (mul_pos hL hY).le, le_div_iff₀ hY]
    rw [hLY] at hup
    -- cancel L², then one factor Y
    have h1 : Y ^ 2 * (1 - L * T) ≤ T ^ 2 := by
      refine le_of_mul_le_mul_left ?_ (pow_pos hL 2)
      linarith [hup, mul_pow L Y 2, mul_pow L T 2,
        show L ^ 2 * (Y ^ 2 * (1 - L * T)) = (L * Y) ^ 2 * (1 - L * T) by ring]
    have h2 : Y * (1 - L * T) ≤ T := by
      refine le_of_mul_le_mul_left ?_ hY
      nlinarith [mul_pos hT (sub_pos.2 hlt)]
    nlinarith [mul_pos (mul_pos hL hY) (sub_pos.2 hlt)]

/-- At fixed positive checkpoint cost, the ratio of the optimal interval to `√(2C/L)` tends
to one as the failure rate tends to zero from above. -/
theorem optimal_ratio_tendsto {C : ℝ} (hC : 0 < C) (Topt : ℝ → ℝ)
    (hopt : ∀ L, 0 < L → IsOptimal L C (Topt L)) :
    Tendsto (fun L => Topt L / sqrtInterval L C) (𝓝[>] 0) (𝓝 1) := by
  have hc : Continuous (fun L : ℝ => 1 - Real.sqrt (2 * L * C)) := by fun_prop
  have h0 := hc.tendsto 0
  simp only [mul_zero, zero_mul, Real.sqrt_zero, sub_zero] at h0
  -- squeeze the ratio between 1 - √(2LC) and 1
  refine tendsto_of_tendsto_of_tendsto_of_le_of_le' (h0.mono_left nhdsWithin_le_nhds)
    tendsto_const_nhds ?_ ?_
  · filter_upwards [self_mem_nhdsWithin] with L hL
    exact ((optimal_interval hL hC).2 _ (hopt L hL)).2
  · filter_upwards [self_mem_nhdsWithin] with L hL
    have h := ((optimal_interval hL hC).2 _ (hopt L hL)).1
    exact (div_le_one ((hopt L hL).1.trans h)).2 h.le

end

end CheckpointInterval
```

```lean
#print axioms CheckpointInterval.renewal_iff
#print axioms CheckpointInterval.optimal_ratio_tendsto
```

```
'CheckpointInterval.renewal_iff' depends on axioms: [propext, Classical.choice, Quot.sound]
'CheckpointInterval.optimal_ratio_tendsto' depends on axioms: [propext, Classical.choice, Quot.sound]
```

## What the theorems say about a real run

`segmentTime L s` is \(E\), `cost L C T` is \(f(T)\), and `sqrtInterval L C` is \(Y\). All quantities are real numbers, with times in one common unit and \(L\) in its inverse. `IsOptimal L C T` says that \(T\) is positive and that no positive interval costs less, so it describes a global minimum.

`optimal_interval` states that exactly one optimal interval exists (`∃!`) and that it obeys both bounds. In `optimal_ratio_tendsto`, `Topt` is a function that picks an optimal interval for each positive rate, and `𝓝[>] 0` means that \(L\) tends to zero from above while \(C\) stays fixed.

The renewal equation is the physical input; it is not derived from a random process. Its density \(Le^{-Lt}\) stands for faults whose chance of striking in the next minute does not depend on how long the machine has been running. Ageing hardware, outages that cluster in time and checkpoint times that vary during the run need another model. Failures that strike while a checkpoint is being written are included in the model: the whole segment is then repeated.

A different model would charge a fixed recovery time \(R\) after each failure, with no failures during recovery. The integrand then contains \(t+R+E\), and the solution is \(E=(1/L+R)(e^{Ls}-1)\). The cost is multiplied by \(1+LR\), which does not depend on \(T\), so the run takes longer but the optimal interval stays the same.

In the definition of `IsOptimal`, it matters that the competitor satisfies `0 < S`. With `0 ≤ S`, the definition would compile, but Lean evaluates division by zero as zero, so `cost L C 0` would be 0. That is below the cost of every positive interval, and no optimal interval would exist.
